# Koopmans' theorem with frozen orbitals: the ionisation energy is minus the orbital energy

After a closed-shell or unrestricted Hartree–Fock calculation, a first estimate of an ionisation energy is read off by reversing the sign of an occupied orbital energy. In a finite basis, with real integrals of the usual symmetry and all other orbitals frozen, that number is exactly the change in the Hartree–Fock energy expression when the electron is removed.

```lean
import Mathlib

open Matrix

namespace KoopmansDensityMatrix

noncomputable section

variable {n : Type*} [Fintype n]

/-- Two symmetries of the integrals `g p q r s = (pq|rs)` of real orbitals: exchange of the two
electrons, and simultaneous exchange of the two orbitals of each electron. -/
def IntegralSymmetry (g : n → n → n → n → ℝ) : Prop :=
  (∀ p q r s, g p q r s = g r s p q) ∧ (∀ p q r s, g p q r s = g q p s r)

/-- The Coulomb matrix of the density matrix `P`. -/
def coulomb (g : n → n → n → n → ℝ) (P : Matrix n n ℝ) : Matrix n n ℝ :=
  Matrix.of fun p q => ∑ r, ∑ s, g p q r s * P r s

/-- The exchange matrix of the density matrix `P`. -/
def exchange (g : n → n → n → n → ℝ) (P : Matrix n n ℝ) : Matrix n n ℝ :=
  Matrix.of fun p q => ∑ r, ∑ s, g p r q s * P r s

/-- The mean field `G(P) = J(P) - K(P)`. -/
def meanField (g : n → n → n → n → ℝ) (P : Matrix n n ℝ) : Matrix n n ℝ :=
  coulomb g P - exchange g P

/-- The Fock matrix `h + G(P)`. -/
def fock (h : Matrix n n ℝ) (g : n → n → n → n → ℝ) (P : Matrix n n ℝ) : Matrix n n ℝ :=
  h + meanField g P

/-- The Hartree-Fock energy `trace (h P) + trace (P G(P)) / 2`. -/
def energy (h : Matrix n n ℝ) (g : n → n → n → n → ℝ) (P : Matrix n n ℝ) : ℝ :=
  trace (h * P) + trace (P * meanField g P) / 2

/-- The matrix `c cᵀ`: for normalised `c`, the density matrix of one electron in that orbital. -/
def orbitalDensity (c : n → ℝ) : Matrix n n ℝ := Matrix.of fun p q => c p * c q

/-- Each element of the mean field is a contraction of the density matrix with the
antisymmetrised integrals. -/
theorem meanField_apply (g : n → n → n → n → ℝ) (P : Matrix n n ℝ) (p q : n) :
    meanField g P p q = ∑ r, ∑ s, (g p q r s - g p r q s) * P r s := by
  simp only [meanField, coulomb, exchange, Matrix.sub_apply, Matrix.of_apply, sub_mul,
    Finset.sum_sub_distrib]

/-- The mean field of a difference of densities is the difference of their mean fields. -/
theorem meanField_sub (g : n → n → n → n → ℝ) (P Q : Matrix n n ℝ) :
    meanField g (P - Q) = meanField g P - meanField g Q := by
  ext p q
  simp only [meanField_apply, Matrix.sub_apply, mul_sub, Finset.sum_sub_distrib]

/-- The expectation value of a one-electron matrix in the orbital `c` is its trace with the
orbital density. -/
theorem trace_mul_orbitalDensity (A : Matrix n n ℝ) (c : n → ℝ) :
    trace (A * orbitalDensity c) = c ⬝ᵥ A *ᵥ c := by
  simp only [trace, diag_apply, Matrix.mul_apply, orbitalDensity, Matrix.of_apply,
    dotProduct, mulVec, Finset.mul_sum]
  refine Finset.sum_congr rfl fun p _ => Finset.sum_congr rfl fun q _ => ?_
  ring

/-- An electron does not interact with itself: in its own mean field, Coulomb and exchange
energies cancel. -/
theorem self_interaction_cancels (g : n → n → n → n → ℝ) (c : n → ℝ) :
    c ⬝ᵥ meanField g (orbitalDensity c) *ᵥ c = 0 := by
  simp only [dotProduct, mulVec, meanField_apply, orbitalDensity, Matrix.of_apply]
  refine Finset.sum_eq_zero fun p _ => ?_
  -- exchanging two summation indices turns the exchange sum into the Coulomb sum
  have hx : ∑ q, ∑ r, ∑ s, g p r q s * (c r * c s) * c q
      = ∑ q, ∑ r, ∑ s, g p q r s * (c r * c s) * c q := by
    refine Finset.sum_comm.trans (Finset.sum_congr rfl fun q _ =>
      Finset.sum_congr rfl fun r _ => Finset.sum_congr rfl fun s _ => ?_)
    ring
  simp only [sub_mul, Finset.sum_sub_distrib, Finset.sum_mul]
  rw [hx, sub_self, mul_zero]

/-- Reciprocity: for integrals with the two symmetries, the density `P` in the field of an
electron in `c` has the same interaction energy as that electron in the field of `P`. -/
theorem reciprocity {g : n → n → n → n → ℝ} (hg : IntegralSymmetry g)
    (P : Matrix n n ℝ) (c : n → ℝ) :
    trace (P * meanField g (orbitalDensity c)) = c ⬝ᵥ meanField g P *ᵥ c := by
  simp only [trace, diag_apply, Matrix.mul_apply, dotProduct, mulVec, meanField_apply,
    orbitalDensity, Matrix.of_apply, Finset.mul_sum, Finset.sum_mul]
  -- exchange the pair of indices of `P` with the pair of indices of the orbital
  have hswap := Finset.sum_comm (s := (Finset.univ : Finset (n × n)))
    (t := (Finset.univ : Finset (n × n)))
    (f := fun x y => P x.1 x.2 * ((g x.2 x.1 y.1 y.2 - g x.2 y.1 x.1 y.2) * (c y.1 * c y.2)))
  simp only [Fintype.sum_prod_type] at hswap
  refine hswap.trans (Finset.sum_comm.trans ?_)
  refine Finset.sum_congr rfl fun p _ => Finset.sum_congr rfl fun q _ =>
    Finset.sum_congr rfl fun r _ => Finset.sum_congr rfl fun s _ => ?_
  have h1 : g s r q p = g p q r s := by rw [hg.1 s r q p, hg.2 q p s r]
  have h2 : g s q r p = g p r q s := by rw [hg.2 s q r p, hg.1 q s p r, hg.1 p r q s]
  rw [h1, h2]
  ring

/-- Koopmans' theorem: for integrals with the two symmetries, removing an electron from the
orbital `c` with all else frozen lowers the energy by the expectation value of the Fock
matrix in `c`. -/
theorem koopmans (h : Matrix n n ℝ) {g : n → n → n → n → ℝ} (hg : IntegralSymmetry g)
    (P : Matrix n n ℝ) (c : n → ℝ) :
    energy h g (P - orbitalDensity c) = energy h g P - c ⬝ᵥ fock h g P *ᵥ c := by
  have h1 := trace_mul_orbitalDensity h c
  have h2 : trace (orbitalDensity c * meanField g P) = c ⬝ᵥ meanField g P *ᵥ c := by
    rw [Matrix.trace_mul_comm, trace_mul_orbitalDensity]
  have h3 := reciprocity hg P c
  -- the term of second order is the self-interaction
  have h4 : trace (orbitalDensity c * meanField g (orbitalDensity c)) = 0 := by
    rw [Matrix.trace_mul_comm, trace_mul_orbitalDensity, self_interaction_cancels]
  simp only [energy, fock, meanField_sub, Matrix.mul_sub, Matrix.sub_mul, Matrix.trace_sub,
    Matrix.add_mulVec, dotProduct_add]
  linarith

/-- For integrals with the two symmetries and a normalised eigenvector `c` of the Fock matrix,
removing `c cᵀ` from `P` changes the energy by minus the orbital energy `ε`. If `c` is occupied in
`P`, this change is the frozen-orbital ionisation energy. -/
theorem ionisation_energy (h : Matrix n n ℝ) {g : n → n → n → n → ℝ}
    (hg : IntegralSymmetry g) (P : Matrix n n ℝ) (c : n → ℝ) (ε : ℝ)
    (hc : fock h g P *ᵥ c = ε • c) (hn : c ⬝ᵥ c = 1) :
    energy h g (P - orbitalDensity c) - energy h g P = -ε := by
  rw [koopmans h hg, hc, dotProduct_smul, hn, smul_eq_mul]
  ring

/-- For integrals with the two symmetries, adding an electron in the orbital `c` with all else
frozen raises the energy by the expectation value in `c` of the original Fock matrix. -/
theorem electron_attachment (h : Matrix n n ℝ) {g : n → n → n → n → ℝ}
    (hg : IntegralSymmetry g) (P : Matrix n n ℝ) (c : n → ℝ) :
    energy h g (P + orbitalDensity c) = energy h g P + c ⬝ᵥ fock h g P *ᵥ c := by
  -- remove the added electron again; its own field does not act on it
  have hk := koopmans h hg (P + orbitalDensity c) c
  have hG := meanField_sub g (P + orbitalDensity c) (orbitalDensity c)
  have h0 := self_interaction_cancels g c
  rw [add_sub_cancel_right] at hk hG
  simp only [fock, hG, Matrix.add_mulVec, Matrix.sub_mulVec, dotProduct_add,
    dotProduct_sub] at hk ⊢
  linarith

/-- For integrals with the two symmetries, moving an electron from `a` to `b` costs the
difference of the Fock expectation values, less the Coulomb and plus the exchange interaction
of the two orbitals. -/
theorem excitation_energy (h : Matrix n n ℝ) {g : n → n → n → n → ℝ}
    (hg : IntegralSymmetry g) (P : Matrix n n ℝ) (a b : n → ℝ) :
    energy h g (P - orbitalDensity a + orbitalDensity b) - energy h g P
      = b ⬝ᵥ fock h g P *ᵥ b - a ⬝ᵥ fock h g P *ᵥ a
        - b ⬝ᵥ coulomb g (orbitalDensity a) *ᵥ b
        + b ⬝ᵥ exchange g (orbitalDensity a) *ᵥ b := by
  rw [electron_attachment h hg, koopmans h hg]
  have hF : fock h g (P - orbitalDensity a)
      = fock h g P - (coulomb g (orbitalDensity a) - exchange g (orbitalDensity a)) := by
    simp only [fock, meanField_sub]
    rw [← meanField, add_sub_assoc]
  rw [hF]
  simp only [Matrix.sub_mulVec, dotProduct_sub]
  ring

/-- The integrals of two spin orbitals on one site: electrons in different spin orbitals
repel with energy `U`. -/
def siteRepulsion (U : ℝ) (p q r s : Fin 2) : ℝ :=
  if p = q ∧ r = s ∧ p ≠ r then U else 0

/-- The doubly occupied site with level `e` and repulsion `U` has integrals with the two
symmetries, and its first spin orbital is a normalised eigenvector of the Fock matrix with
orbital energy `e + U`. -/
theorem ionisation_energy_witness (e U : ℝ) :
    IntegralSymmetry (siteRepulsion U) ∧
    fock (!![e, 0; 0, e]) (siteRepulsion U) (!![1, 0; 0, 1]) *ᵥ ![1, 0]
      = (e + U) • ![1, 0] ∧
    (![1, 0] : Fin 2 → ℝ) ⬝ᵥ ![1, 0] = 1 := by
  refine ⟨⟨?_, ?_⟩, ?_, ?_⟩
  · intro p q r s
    fin_cases p <;> fin_cases q <;> fin_cases r <;> fin_cases s <;> simp [siteRepulsion]
  · intro p q r s
    fin_cases p <;> fin_cases q <;> fin_cases r <;> fin_cases s <;> simp [siteRepulsion]
  · ext i
    fin_cases i <;>
      simp [fock, meanField_apply, siteRepulsion, mulVec, dotProduct, Fin.sum_univ_two]
  · simp [dotProduct, Fin.sum_univ_two]

end

end KoopmansDensityMatrix
```

```lean
#print axioms KoopmansDensityMatrix.ionisation_energy
#print axioms KoopmansDensityMatrix.excitation_energy
```

```
'KoopmansDensityMatrix.ionisation_energy' depends on axioms: [propext, Classical.choice, Quot.sound]
'KoopmansDensityMatrix.excitation_energy' depends on axioms: [propext, Classical.choice, Quot.sound]
```

## Matrices, integrals and electrons

The finite type `n` labels an orthonormal basis of real spin orbitals: no overlap matrix appears, and exchange enters with full weight. The matrix \(h\) holds the one-electron integrals, and \(g(p,q,r,s)=(pq|rs)\) the two-electron integrals. For a density matrix \(P\), `meanField` is

\[
G(P)_{pq}=\sum_{rs}\,[g(p,q,r,s)-g(p,r,q,s)]\,P_{rs},
\]

the Coulomb matrix \(J(P)\) minus the exchange matrix \(K(P)\). The Fock matrix is \(F(P)=h+G(P)\), and the energy is \(E(P)=\mathrm{tr}(hP)+\tfrac12\mathrm{tr}(P\,G(P))\). An electron in the orbital \(c\) has the density \(D=cc^T\), called `orbitalDensity c`. In Lean, `c ⬝ᵥ A *ᵥ c` is \(c^TAc\).

`IntegralSymmetry` states that \(g(p,q,r,s)\) equals both \(g(r,s,p,q)\) and \(g(q,p,s,r)\). The first equality expresses that the two electrons are interchangeable; the second holds for real orbitals.

For integrals with both symmetries, the theorem `koopmans` says that \(E(P-D)=E(P)-c^TF(P)c\) for every real \(P\) and \(c\). Neither symmetry nor idempotence of \(P\) is required, but the reading as ionisation needs a physical \(P\) in which \(c\) is a normalised occupied orbital. The identity leaves out orbital relaxation and correlation, and does not address which combination of the occupied orbitals would be the best one to empty.

## Removing one electron

Since \(G\) is linear (`meanField_sub`), expanding the energy gives

\[
E(P-D)=E(P)-\mathrm{tr}(hD)-\tfrac12\mathrm{tr}(P\,G(D))-\tfrac12\mathrm{tr}(D\,G(P))+\tfrac12\mathrm{tr}(D\,G(D)).
\]

For any matrix \(A\), \(\mathrm{tr}(AD)=\sum_{pq}A_{pq}c_qc_p=c^TAc\), which is `trace_mul_orbitalDensity`. The second and fourth terms are therefore \(-c^Thc\) and \(-\tfrac12c^TG(P)c\).

The last term is the interaction of the electron with itself:

\[
c^TG(D)c=\sum_{pqrs}[g(p,q,r,s)-g(p,r,q,s)]\,c_pc_qc_rc_s=0,
\]

because exchanging the names \(q\) and \(r\) turns one sum into the other. In `self_interaction_cancels` this is the use of `Finset.sum_comm`; no symmetry of \(g\) is needed.

The third term requires `reciprocity`:

\[
\mathrm{tr}(P\,G(D))=\sum_{pqrs}P_{rs}\,[g(s,r,q,p)-g(s,q,r,p)]\,c_qc_p=c^TG(P)c.
\]

The symmetries give \(g(s,r,q,p)=g(q,p,s,r)=g(p,q,r,s)\) and \(g(s,q,r,p)=g(q,s,p,r)=g(p,r,q,s)\). These are `h1` and `h2` in the Lean proof, after the sums have been reordered. The two halves now add up to \(-c^TG(P)c\), and `linarith` collects the terms in `koopmans`.

If \(F(P)c=\varepsilon c\) and \(c^Tc=1\), then \(c^TF(P)c=\varepsilon\), so \(E(P-D)-E(P)=-\varepsilon\). This is `ionisation_energy`. When \(\varepsilon<0\), removing the electron therefore costs the positive energy \(-\varepsilon\).

## Adding and moving electrons

For integrals with the two symmetries, these identities also hold for all real matrices and vectors. They describe added or moved electrons when the orbitals are normalised, any emptied orbital is occupied in \(P\), and the filled orbital is orthogonal to all those that remain occupied. For `electron_attachment`, apply the removal formula to \(P+D\):

\[
E(P)=E(P+D)-c^T[F(P)+G(D)]c=E(P+D)-c^TF(P)c.
\]

For `excitation_energy`, remove \(a\) and then add \(b\). The second step sees the Fock matrix \(F(P)-G(aa^T)\), so

\[
\Delta E=b^TF(P)b-a^TF(P)a-b^TJ(aa^T)b+b^TK(aa^T)b.
\]

## A doubly occupied site

`ionisation_energy_witness` shows that the hypotheses of `ionisation_energy` are met by two spin orbitals on one site, with level \(e\) and repulsion \(U\). The integrals \(g(p,p,p,p)\) are set to zero in `siteRepulsion`; this changes nothing, since they cancel between Coulomb and exchange. For \(P=1\), each electron feels the other, so \(F(P)=(e+U)\,1\) and \(\varepsilon=e+U\). Directly, the energy goes from \(2e+U\) to \(e\), a change of \(-(e+U)\).

## Why the first symmetry is assumed

Keep two spin orbitals, set \(h=0\), and let \(g(0,0,1,1)=U\neq0\) be the only nonzero integral. The second symmetry holds, but the first fails, since \(g(1,1,0,0)=0\). No electrons have such integrals; the example only tests the hypothesis. For \(P=1\) and \(c=(1,0)\), \(G(P)=\mathrm{diag}(U,0)\), hence \(E(P)=U/2\) and \(c^TF(P)c=U\). After removal the energy is \(0\), whereas the formula would give \(-U/2\). Reciprocity has failed: \(c^TG(P)c=U\), but \(\mathrm{tr}(P\,G(D))=0\).
